# The ladder operators of the Landau problem form two commuting oscillators

In the symmetric gauge, Landau-level states can be written as a polynomial in z and its conjugate times the Gaussian exp(−|z|²/2). Here z = (x + iy)/(√2 ℓ), ℓ is the magnetic length, and the field direction is chosen so that the lowest level has polynomials in z alone. The file keeps only the polynomial and treats the conjugate of z as an independent variable w. In this form `a` = ∂_w lowers the Landau level and `aDag` = w − ∂_z raises it; the second pair is `b` = ∂_z and `bDag` = z − ∂_w. The theorem states that each pair has commutator one, as for a harmonic oscillator, and that each operator of one pair commutes with both of the other. These are purely algebraic identities: no inner product is defined, so nothing is said about the daggered operators being adjoints. The proof takes the commutators of z, w, ∂_z and ∂_w from `weyl_relations`. One of the six claims is among them already, and the attempt writes each of the other five as a linear combination of them.

In Lean, a first try:

```lean
import Mathlib

open MvPolynomial

namespace TwoOscillators

noncomputable section

/-- Complex polynomials in two variables, `z = X 0` and `w = X 1`. -/
abbrev Poly := MvPolynomial (Fin 2) ℂ

/-- Multiplication by `z`. -/
def mulZ : Module.End ℂ Poly := LinearMap.mulLeft ℂ (X 0)

/-- Multiplication by `w`. -/
def mulW : Module.End ℂ Poly := LinearMap.mulLeft ℂ (X 1)

/-- The partial derivative with respect to `z`. -/
def dZ : Module.End ℂ Poly := (pderiv (0 : Fin 2) : Derivation ℂ Poly Poly).toLinearMap

/-- The partial derivative with respect to `w`. -/
def dW : Module.End ℂ Poly := (pderiv (1 : Fin 2) : Derivation ℂ Poly Poly).toLinearMap

/-- The operator `a = ∂_w`, which lowers the Landau level. -/
def a : Module.End ℂ Poly := dW

/-- The operator `a† = w - ∂_z`, which raises the Landau level. -/
def aDag : Module.End ℂ Poly := mulW - dZ

/-- The lowering operator `b = ∂_z` of the second oscillator. -/
def b : Module.End ℂ Poly := dZ

/-- The raising operator `b† = z - ∂_w` of the second oscillator. -/
def bDag : Module.End ℂ Poly := mulZ - dW

/-- Each derivative has commutator one with its own variable; all other pairs among
`z`, `w`, `∂_z`, `∂_w` commute. -/
theorem weyl_relations :
    dZ * mulZ - mulZ * dZ = 1 ∧ dW * mulW - mulW * dW = 1 ∧
    dZ * mulW = mulW * dZ ∧ dW * mulZ = mulZ * dW ∧
    dZ * dW = dW * dZ ∧ mulZ * mulW = mulW * mulZ := by
  refine ⟨?_, ?_, ?_, ?_, ?_, ?_⟩ <;> refine LinearMap.ext fun p => ?_
  · simp [dZ, mulZ, Module.End.mul_apply, Derivation.leibniz]
  · simp [dW, mulW, Module.End.mul_apply, Derivation.leibniz]
  · simp [dZ, mulW, Module.End.mul_apply, Derivation.leibniz]
  · simp [dW, mulZ, Module.End.mul_apply, Derivation.leibniz]
  · -- the commutator of two derivations is a derivation, and it kills both variables
    have h : ⁅(pderiv 0 : Derivation ℂ Poly Poly), (pderiv 1 : Derivation ℂ Poly Poly)⁆ = 0 :=
      MvPolynomial.derivation_ext fun i => by
        fin_cases i <;> simp [Derivation.commutator_apply]
    have h' := DFunLike.congr_fun h p
    rw [Derivation.commutator_apply] at h'
    exact sub_eq_zero.1 h'
  · exact mul_left_comm (X 0 : Poly) (X 1) p

/-- The pairs `a, a†` and `b, b†` each obey the oscillator commutation relation, and
each member of one pair commutes with each member of the other. -/
theorem two_oscillators :
    a * aDag - aDag * a = 1 ∧ b * bDag - bDag * b = 1 ∧
    a * b = b * a ∧ a * bDag = bDag * a ∧
    aDag * b = b * aDag ∧ aDag * bDag = bDag * aDag := by
  obtain ⟨h1, h2, h3, h4, h5, h6⟩ := weyl_relations
  unfold a aDag b bDag
  refine ⟨?_, ?_, h5.symm, ?_, ?_, ?_⟩
  · linear_combination (norm := noncomm_ring) h2 + h5
  · linear_combination (norm := noncomm_ring) h1 - h5
  · linear_combination (norm := noncomm_ring) h4
  · linear_combination (norm := noncomm_ring) -h3
  · linear_combination (norm := noncomm_ring) h2 - h1 + h5 - h6

end

end TwoOscillators
```

The error:

```
Main.lean:65:2: error: unsolved goals
case a
h1 : dZ * mulZ - mulZ * dZ = 1
h2 : dW * mulW - mulW * dW = 1
h3 : dZ * mulW = mulW * dZ
h4 : dW * mulZ = mulZ * dW
h5 : dZ * dW = dW * dZ
h6 : mulZ * mulW = mulW * mulZ
⊢ dW * -1 • dZ + (-1 • (-1 • dZ * dW) + (dW * dZ + -1 • (dZ * dW))) = 0
Main.lean:66:2: error: unsolved goals
case a
h1 : dZ * mulZ - mulZ * dZ = 1
h2 : dW * mulW - mulW * dW = 1
h3 : dZ * mulW = mulW * dZ
h4 : dW * mulZ = mulZ * dW
h5 : dZ * dW = dW * dZ
h6 : mulZ * mulW = mulW * mulZ
⊢ dZ * -1 • dW + (-1 • (-1 • dW * dZ) + (dZ * dW + -1 • (dW * dZ))) = 0
Main.lean:67:2: error: unsolved goals
case a
h1 : dZ * mulZ - mulZ * dZ = 1
h2 : dW * mulW - mulW * dW = 1
h3 : dZ * mulW = mulW * dZ
h4 : dW * mulZ = mulZ * dW
h5 : dZ * dW = dW * dZ
h6 : mulZ * mulW = mulW * mulZ
⊢ dW * -1 • dW + -1 • (-1 • dW * dW) = 0
Main.lean:68:2: error: unsolved goals
case a
h1 : dZ * mulZ - mulZ * dZ = 1
h2 : dW * mulW - mulW * dW = 1
h3 : dZ * mulW = mulW * dZ
h4 : dW * mulZ = mulZ * dW
h5 : dZ * dW = dW * dZ
h6 : mulZ * mulW = mulW * mulZ
⊢ -1 • dZ * dZ + -1 • (dZ * -1 • dZ) = 0
Main.lean:69:2: error: unsolved goals
case a
h1 : dZ * mulZ - mulZ * dZ = 1
h2 : dW * mulW - mulW * dW = 1
h3 : dZ * mulW = mulW * dZ
h4 : dW * mulZ = mulZ * dW
h5 : dZ * dW = dW * dZ
h6 : mulZ * mulW = mulW * mulZ
⊢ -1 • dZ * mulZ +
      (mulW * -1 • dW +
        (-1 • dZ * -1 • dW +
          (dZ * mulZ +
            (-1 • (mulZ * dZ) +
              (dW * dZ +
                (-1 • (-1 • dW * mulW) +
                  (-1 • (mulZ * -1 • dZ) +
                    (-1 • (-1 • dW * -1 • dZ) + (-1 • (dW * mulW) + (mulW * dW + -1 • (dZ * dW))))))))))) =
    0
```

All five errors are equations that `noncomm_ring` left unproved, and all five equations are true. The third is the shortest: `dW * -1 • dW + -1 • (-1 • dW * dW) = 0` says only that −∂_w² + ∂_w² = 0. The linear combinations were therefore right, and the repair keeps them unchanged.

What failed was the handling of minus signs. The subtractions inside `aDag` and `bDag` show up in the messages as factors `-1 •` that are still inside the products. A product with such a factor inside it, like `dW * -1 • dZ` in the first error, was not recognised as minus the plain product `dW * dZ`, so terms that should cancel did not match. The messages don't show why `noncomm_ring` failed to move the signs out.

The repair first expands the products with `simp only [mul_sub, sub_mul]`, which puts every minus sign between products and none inside them. What remains needs only addition and subtraction, with each product treated as a single term, and `abel` can do that.

The change, after which it compiles:

```diff
@@ -63,9 +63,14 @@
   unfold a aDag b bDag
   refine ⟨?_, ?_, h5.symm, ?_, ?_, ?_⟩
-  · linear_combination (norm := noncomm_ring) h2 + h5
-  · linear_combination (norm := noncomm_ring) h1 - h5
-  · linear_combination (norm := noncomm_ring) h4
-  · linear_combination (norm := noncomm_ring) -h3
-  · linear_combination (norm := noncomm_ring) h2 - h1 + h5 - h6
+  · simp only [mul_sub, sub_mul]
+    linear_combination (norm := abel) h2 + h5
+  · simp only [mul_sub, sub_mul]
+    linear_combination (norm := abel) h1 - h5
+  · simp only [mul_sub, sub_mul]
+    linear_combination (norm := abel) h4
+  · simp only [mul_sub, sub_mul]
+    linear_combination (norm := abel) -h3
+  · simp only [mul_sub, sub_mul]
+    linear_combination (norm := abel) h2 - h1 + h5 - h6
 
 end
```
